# The Green function of a hard-wall box and its trace L²/6

Let L > 0 and let f be continuous on [0, L]. Then

u(x) = ∫₀ᴸ G(x,y) f(y) dy, with G(x,y) = min(x,y) (L − max(x,y))/L,

is the only continuous function on [0, L] that solves −u″ = f with u(0) = u(L) = 0. Moreover,

∫₀ᴸ G(x,x) dx = L²/6 = Σ 1/kₙ², with kₙ = (n+1)π/L and n = 0, 1, 2, …

In units with ħ²/(2m) = 1, the kₙ² are the energies of one free particle between hard walls in one dimension, and G is the kernel of its inverse Hamiltonian.

```lean
import Mathlib

open Set

namespace BoxGreenFunction

noncomputable section
```

Mathlib is loaded, and `open Set` gives short names to intervals: `Icc 0 L` is the closed box [0, L], `Ioo 0 L` its interior.

```lean
/-- The Green function of a box with walls at `0` and `L`. -/
def boxGreen (L x y : ℝ) : ℝ := min x y * (L - max x y) / L
```

This is G(x,y). Lean defines it for all real arguments, but only points in the box matter here.

```lean
/-- The response to a source `f`: the Green function integrated against `f` over the box. -/
def response (L : ℝ) (f : ℝ → ℝ) (x : ℝ) : ℝ := ∫ y in (0 : ℝ)..L, boxGreen L x y * f y
```

`response L f` is the function u above, the integral operator applied to the source f.

```lean
/-- `u` is continuous on the box, vanishes at both walls and satisfies `-u'' = f` inside. -/
def IsBoxSolution (L : ℝ) (f u : ℝ → ℝ) : Prop :=
  ContinuousOn u (Icc 0 L) ∧ u 0 = 0 ∧ u L = 0 ∧
    ∀ x ∈ Ioo 0 L, DifferentiableAt ℝ u x ∧ HasDerivAt (deriv u) (-f x) x
```

The boundary-value problem has four parts: u is continuous on [0, L], u(0) = 0, u(L) = 0, and at every interior point u is differentiable and u′ has derivative −f(x). The equation is thus required pointwise, but not at the walls.

One alternative is to model G as an operator on the space of square-integrable functions on (0, L). The equation would then hold almost everywhere, more sources would be allowed, and the trace would be an operator trace, with trace-class property to be proved. Here the trace is simply the integral of the diagonal.

```lean
/-- The wave numbers `π/L, 2π/L, ...` of the standing waves in the box, counted from `n = 0`. -/
def waveNumber (L : ℝ) (n : ℕ) : ℝ := ((n : ℝ) + 1) * Real.pi / L
```

This is kₙ. Counting from n = 0 with n + 1 in the formula leaves out k = 0, for which sin(kx) is zero everywhere and there is no standing wave.

```lean
/-- The response at `x` splits into the contributions of the sources left and right of `x`. -/
theorem response_split {L x : ℝ} {f : ℝ → ℝ} (hf : Continuous f) (hx : x ∈ Icc 0 L) :
    response L f x = ((L - x) * (∫ y in (0 : ℝ)..x, y * f y)
      + x * ∫ y in x..L, (L - y) * f y) / L := by
  have hc : Continuous fun y => boxGreen L x y * f y := by
    unfold boxGreen
    fun_prop
  have h1 : ∫ y in (0 : ℝ)..x, boxGreen L x y * f y
      = (L - x) / L * ∫ y in (0 : ℝ)..x, y * f y := by
    rw [← intervalIntegral.integral_const_mul]
    apply intervalIntegral.integral_congr
    intro y hy
    rw [uIcc_of_le hx.1] at hy
    simp only [boxGreen, min_eq_right hy.2, max_eq_left hy.2]
    ring
  have h2 : ∫ y in x..L, boxGreen L x y * f y = x / L * ∫ y in x..L, (L - y) * f y := by
    rw [← intervalIntegral.integral_const_mul]
    apply intervalIntegral.integral_congr
    intro y hy
    rw [uIcc_of_le hx.2] at hy
    simp only [boxGreen, min_eq_left hy.1, max_eq_right hy.1]
    ring
  unfold response
  rw [← intervalIntegral.integral_add_adjacent_intervals
    (hc.intervalIntegrable 0 x) (hc.intervalIntegrable x L), h1, h2]
  ring
```

For y ≤ x the kernel is y(L − x)/L, and for y ≥ x it is x(L − y)/L. Cutting the integral at y = x gives

u(x) = [(L − x) A(x) + x B(x)]/L,
A(x) = ∫₀ˣ y f(y) dy, B(x) = ∫ₓᴸ (L − y) f(y) dy.

The steps `h1` and `h2` evaluate the two parts, and the final rewrite joins them.

```lean
/-- For a source continuous on the whole line, the response solves the box problem. -/
theorem response_solves_of_continuous {L : ℝ} {f : ℝ → ℝ} (hL : 0 < L) (hf : Continuous f) :
    IsBoxSolution L f (response L f) := by
  have hP : ∀ x, HasDerivAt (fun z => ∫ y in (0 : ℝ)..z, y * f y) (x * f x) x := fun x =>
    (Continuous.integral_hasStrictDerivAt (f := fun y => y * f y) (by fun_prop) 0 x).hasDerivAt
  have hQ : ∀ x, HasDerivAt (fun z => ∫ y in z..L, (L - y) * f y) (-((L - x) * f x)) x := by
    intro x
    have e : (fun z => ∫ y in z..L, (L - y) * f y) = fun z => -∫ y in L..z, (L - y) * f y :=
      funext fun z => intervalIntegral.integral_symm _ _
    rw [e]
    exact (Continuous.integral_hasStrictDerivAt (f := fun y => (L - y) * f y)
      (by fun_prop) L x).hasDerivAt.fun_neg
  -- the boundary terms cancel in the first derivative
  have hU : ∀ x, HasDerivAt (fun z => ((L - z) * (∫ y in (0 : ℝ)..z, y * f y)
      + z * ∫ y in z..L, (L - y) * f y) / L)
      (((∫ y in x..L, (L - y) * f y) - ∫ y in (0 : ℝ)..x, y * f y) / L) x := fun x =>
    (((((hasDerivAt_id' x).const_sub L).fun_mul (hP x)).fun_add
      ((hasDerivAt_id' x).fun_mul (hQ x))).div_const L).congr_deriv (by ring)
  have hS : ∀ x, HasDerivAt (fun z => ((∫ y in z..L, (L - y) * f y)
      - ∫ y in (0 : ℝ)..z, y * f y) / L) (-f x) x := fun x =>
    (((hQ x).fun_sub (hP x)).div_const L).congr_deriv (by
      rw [div_eq_iff hL.ne']
      ring)
  have hd : ∀ x ∈ Ioo 0 L, HasDerivAt (response L f)
      (((∫ y in x..L, (L - y) * f y) - ∫ y in (0 : ℝ)..x, y * f y) / L) x := by
    intro x hx
    apply (hU x).congr_of_eventuallyEq
    filter_upwards [Icc_mem_nhds hx.1 hx.2] with y hy using response_split hf hy
  refine ⟨?_, ?_, ?_, fun x hx => ⟨(hd x hx).differentiableAt, ?_⟩⟩
  · exact ContinuousOn.congr (fun x _ => (hU x).continuousAt.continuousWithinAt)
      (fun x hx => response_split hf hx)
  · rw [response_split hf ⟨le_rfl, hL.le⟩]
    simp
  · rw [response_split hf ⟨hL.le, le_rfl⟩]
    simp
  · apply (hS x).congr_of_eventuallyEq
    filter_upwards [Ioo_mem_nhds hx.1 hx.2] with y hy using (hd y hy).deriv
```

The fundamental theorem of calculus gives A′ = x f(x) and B′ = −(L − x) f(x), which are `hP` and `hQ`. Hence

L u′ = −A + (L − x) x f + B − x (L − x) f = B − A,
L u″ = −(L − x) f − x f = −L f.

These are `hU` and `hS`. The split formula holds only in the box, so `hd` carries the derivative over to `response` at interior points, where the two functions agree nearby. At the walls, A(0) = 0 and B(L) = 0 give u(0) = u(L) = 0.

```lean
/-- For every source continuous on the box, the Green function integrated against it solves
`-u'' = f` with `u(0) = u(L) = 0`. -/
theorem response_solves {L : ℝ} {f : ℝ → ℝ} (hL : 0 < L) (hf : ContinuousOn f (Icc 0 L)) :
    IsBoxSolution L f (response L f) := by
  -- extend the source by its wall values
  let g : ℝ → ℝ := fun x => f (max 0 (min L x))
  have hg : Continuous g := hf.comp_continuous (by fun_prop)
    (fun x => ⟨le_max_left _ _, max_le hL.le (min_le_left _ _)⟩)
  have hfg : ∀ x ∈ Icc 0 L, g x = f x := by
    intro x hx
    simp only [g, min_eq_right hx.2, max_eq_right hx.1]
  have hr : response L f = response L g := by
    funext x
    apply intervalIntegral.integral_congr
    intro y hy
    rw [uIcc_of_le hL.le] at hy
    simp only [hfg y hy]
  obtain ⟨h1, h2, h3, h4⟩ := response_solves_of_continuous hL hg
  rw [hr]
  refine ⟨h1, h2, h3, fun x hx => ⟨(h4 x hx).1, ?_⟩⟩
  rw [← hfg x ⟨hx.1.le, hx.2.le⟩]
  exact (h4 x hx).2
```

Now f need only be continuous on the box. The proof extends it by its wall values to a continuous function g on the line. Since g = f on [0, L], the response is unchanged and the previous theorem applies.

Continuity of f matters. Take f = 0 except f(L/2) = 1. The integral gives u = 0 everywhere, so −u″(L/2) = 0, not 1.

```lean
/-- Two solutions of the box problem with the same source agree throughout the box. -/
theorem solution_unique {L : ℝ} {f v w : ℝ → ℝ} (hv : IsBoxSolution L f v)
    (hw : IsBoxSolution L f w) {x : ℝ} (hx : x ∈ Icc 0 L) : v x = w x := by
  obtain ⟨cv, v0, vL, dv⟩ := hv
  obtain ⟨cw, w0, wL, dw⟩ := hw
  rcases eq_or_lt_of_le hx.1 with h | h0
  · rw [← h, v0, w0]
  rcases eq_or_lt_of_le hx.2 with h | h1
  · rw [h, vL, wL]
  have hd : ∀ y ∈ Ioo 0 L, HasDerivAt (fun z => v z - w z) (deriv v y - deriv w y) y :=
    fun y hy => (dv y hy).1.hasDerivAt.fun_sub (dw y hy).1.hasDerivAt
  have he : ∀ y ∈ Ioo 0 L, HasDerivAt (fun z => deriv v z - deriv w z) 0 y :=
    fun y hy => ((dv y hy).2.fun_sub (dw y hy).2).congr_deriv (sub_self _)
  have hc : ContinuousOn (fun z => v z - w z) (Icc 0 L) := cv.sub cw
  -- mean slopes of the difference on both sides of `x`
  obtain ⟨a, ha, ea⟩ := exists_hasDerivAt_eq_slope (fun z => v z - w z)
    (fun z => deriv v z - deriv w z) h0 (hc.mono (Icc_subset_Icc le_rfl hx.2))
    (fun y hy => hd y ⟨hy.1, hy.2.trans h1⟩)
  obtain ⟨b, hb, eb⟩ := exists_hasDerivAt_eq_slope (fun z => v z - w z)
    (fun z => deriv v z - deriv w z) h1 (hc.mono (Icc_subset_Icc hx.1 le_rfl))
    (fun y hy => hd y ⟨h0.trans hy.1, hy.2⟩)
  have hab : a < b := ha.2.trans hb.1
  -- the two slopes coincide
  obtain ⟨c, _, ec⟩ := exists_hasDerivAt_eq_slope (fun z => deriv v z - deriv w z)
    (fun _ => 0) hab
    (fun y hy => (he y ⟨ha.1.trans_le hy.1, hy.2.trans_lt hb.2⟩).continuousAt.continuousWithinAt)
    (fun y hy => he y ⟨ha.1.trans hy.1, hy.2.trans hb.2⟩)

  rw [eq_div_iff (sub_pos.mpr h0).ne', v0, w0] at ea
  rw [eq_div_iff (sub_pos.mpr h1).ne', vL, wL] at eb
  rw [eq_div_iff (sub_pos.mpr hab).ne'] at ec
  have hs : (deriv v a - deriv w a) * L = 0 := by
    linear_combination ea + eb + (L - x) * ec
  have hs0 := (mul_eq_zero.mp hs).resolve_right (h0.trans h1).ne'
  rw [hs0] at ea
  linarith
```

Let d = v − w, so d″ = 0 inside and d vanishes at the walls. For 0 < x < L, the mean value theorem on each side of x gives points a < x < b with

d(x) = x d′(a), −d(x) = (L − x) d′(b).

Applied to d′ on [a, b], it gives d′(a) = d′(b). Adding the two equations yields L d′(a) = 0, hence d(x) = 0. The three `obtain` steps with `exists_hasDerivAt_eq_slope` produce a, b and the equality of slopes.

```lean
/-- The Green function maps each standing wave `sin(kx)` of the box to `sin(kx)/k²`. -/
theorem response_standing_wave {L x : ℝ} (hL : 0 < L) (n : ℕ) (hx : x ∈ Icc 0 L) :
    response L (fun y => Real.sin (waveNumber L n * y)) x
      = (waveNumber L n ^ 2)⁻¹ * Real.sin (waveNumber L n * x) := by
  have hk : waveNumber L n ≠ 0 := by
    have := Real.pi_pos
    unfold waveNumber
    positivity
  have hkL : Real.sin (waveNumber L n * L) = 0 := by
    have e : waveNumber L n * L = ((n + 1 : ℕ) : ℝ) * Real.pi := by
      unfold waveNumber
      rw [div_mul_cancel₀ _ hL.ne']
      push_cast
      ring
    rw [e, Real.sin_nat_mul_pi]
  generalize waveNumber L n = k at hk hkL ⊢
  have h1 : ∀ z, HasDerivAt (fun y => (k ^ 2)⁻¹ * Real.sin (k * y))
      ((k ^ 2)⁻¹ * (Real.cos (k * z) * (k * 1))) z :=
    fun z => (((hasDerivAt_id' z).const_mul k).sin).const_mul _
  have h2 : deriv (fun y => (k ^ 2)⁻¹ * Real.sin (k * y))
      = fun z => (k ^ 2)⁻¹ * (Real.cos (k * z) * (k * 1)) := funext fun z => (h1 z).deriv
  have hsol : IsBoxSolution L (fun y => Real.sin (k * y))
      (fun y => (k ^ 2)⁻¹ * Real.sin (k * y)) := by
    refine ⟨by fun_prop, by simp, by simp [hkL], fun z _ => ⟨(h1 z).differentiableAt, ?_⟩⟩
    rw [h2]
    refine (((((hasDerivAt_id' z).const_mul k).cos).mul_const (k * 1)).const_mul
      ((k ^ 2)⁻¹)).congr_deriv ?_
    have hkk : (k ^ 2)⁻¹ * k ^ 2 = 1 := inv_mul_cancel₀ (pow_ne_zero 2 hk)
    linear_combination (-Real.sin (k * z)) * hkk
  exact solution_unique (response_solves hL (by fun_prop)) hsol hx
```

Write k = kₙ and w(x) = sin(kx)/k². Then w′ = cos(kx)/k and w″ = −sin(kx), while w(0) = 0 and w(L) = sin((n+1)π)/k² = 0. So w solves the problem with source sin(kx), and by uniqueness it equals the response. Each standing wave is therefore an eigenfunction of G with eigenvalue 1/kₙ². That these are all the eigenfunctions is a separate matter, which the theorem does not address.

```lean
/-- The trace of the box Green function is `L²/6`. -/
theorem trace_boxGreen {L : ℝ} (hL : 0 < L) :
    ∫ x in (0 : ℝ)..L, boxGreen L x x = L ^ 2 / 6 := by
  have hL0 := hL.ne'
  have hd : ∀ x ∈ uIcc 0 L, HasDerivAt (fun z : ℝ => z ^ 2 / 2 - z ^ 3 / (3 * L))
      (boxGreen L x x) x := by
    intro x _
    refine (((hasDerivAt_pow 2 x).div_const 2).fun_sub
      ((hasDerivAt_pow 3 x).div_const (3 * L))).congr_deriv ?_
    simp only [boxGreen, min_self, max_self]
    norm_num
    field_simp
  have hc : Continuous fun x => boxGreen L x x := by
    unfold boxGreen
    fun_prop
  rw [intervalIntegral.integral_eq_sub_of_hasDerivAt hd (hc.intervalIntegrable 0 L)]
  first | (field_simp; done) | (field_simp; ring)
```

On the diagonal G(x,x) = x − x²/L, with antiderivative x²/2 − x³/(3L), supplied in `hd`. Its values at the ends give L²/2 − L²/3 = L²/6.

```lean
/-- The inverse squared wave numbers of the standing waves sum to the trace of the box
Green function. -/
theorem hasSum_inverse_levels {L : ℝ} (hL : 0 < L) :
    HasSum (fun n : ℕ => (waveNumber L n ^ 2)⁻¹) (∫ x in (0 : ℝ)..L, boxGreen L x x) := by
  have hp := Real.pi_ne_zero
  have hL0 := hL.ne'
  rw [trace_boxGreen hL]
  -- drop the zeroth term of the sum of inverse squares and rescale
  have h := ((hasSum_nat_add_iff' 1).mpr hasSum_zeta_two).mul_left (L ^ 2 / Real.pi ^ 2)
  have e1 : (fun n : ℕ => (waveNumber L n ^ 2)⁻¹)
      = fun n : ℕ => L ^ 2 / Real.pi ^ 2 * (1 / ((n + 1 : ℕ) : ℝ) ^ 2) := by
    funext n
    have hn : (n : ℝ) + 1 ≠ 0 := by positivity
    unfold waveNumber
    push_cast
    field_simp
  have e2 : L ^ 2 / 6 = L ^ 2 / Real.pi ^ 2 *
      (Real.pi ^ 2 / 6 - ∑ i ∈ Finset.range 1, 1 / (i : ℝ) ^ 2) := by
    have hz : (1 : ℝ) / ((0 : ℕ) : ℝ) ^ 2 = 0 := by simp
    rw [Finset.sum_range_one, hz, sub_zero, div_mul_div_comm, mul_comm (L ^ 2),
      mul_div_mul_left _ _ (pow_ne_zero 2 hp)]
  rw [e1, e2]
  exact h

end

end BoxGreenFunction
```

`HasSum` says that the series converges and names its sum. By hand,

Σ 1/kₙ² = (L²/π²) Σ 1/(n+1)² = (L²/π²)(π²/6) = L²/6.

Mathlib's `hasSum_zeta_two` starts its sum of inverse squares at zero, where Lean sets 1/0² = 0; the proof drops that term and rescales. The equality with the trace thus comes from computing both sides, not from a general trace theorem.

```lean
#print axioms BoxGreenFunction.response_standing_wave
-- 'BoxGreenFunction.response_standing_wave' depends on axioms: [propext, Classical.choice, Quot.sound]
#print axioms BoxGreenFunction.trace_boxGreen
-- 'BoxGreenFunction.trace_boxGreen' depends on axioms: [propext, Classical.choice, Quot.sound]
#print axioms BoxGreenFunction.hasSum_inverse_levels
-- 'BoxGreenFunction.hasSum_inverse_levels' depends on axioms: [propext, Classical.choice, Quot.sound]
```
